# The nearest-neighbour square-lattice density of states at positive energies inside the band, as a complete elliptic integral

In a one-band tight-binding model of a two-dimensional lattice, the average over wavevectors of a function of the band energy, such as the Fermi function that gives the filling, can be written as a single integral over energy, weighted by the density of states. For non-interacting electrons on an infinite square lattice, with orthonormal orbitals, one per site, and only nearest-neighbour hopping t > 0, its value at energy E = 4th, measured from the site energy, with 0 < h < 1 is

D₂(4th) = K(c) / (π² t (1 + h)),  c = (1 − h)/(1 + h).

Here K is the complete elliptic integral of the first kind, and D₂ counts states per site and per spin.

```lean
import Mathlib

open Real Set MeasureTheory

namespace SquareLatticeDOS

noncomputable section
```

## The elliptic integral and the two densities

The argument of K is the modulus c:

K(c) = ∫₀^{π/2} ds / √(1 − c² sin² s).

A numerical routine that expects the parameter m must be given m = c².

```lean
/-- The complete elliptic integral of the first kind with modulus `c`, where `c ^ 2 < 1`. -/
def ellipticK (c : ℝ) : ℝ := ∫ s in (0 : ℝ)..(π / 2), 1 / √(1 - c ^ 2 * sin s ^ 2)
```

A chain with band 2t cos k, where k is the wavevector times the lattice spacing, has the density

D₁(E) = 1/(π √(4t² − E²)) for |E| < 2t, and zero otherwise.

The opposite sign of the hopping term gives the same density, because k → π − k reverses the sign of the band.

```lean
/-- Density of states of a chain with hopping `t > 0` and band `2 t cos k`:
the inverse square root inside the band `|E| < 2 t`, and zero outside. -/
def chainDOS (t : ℝ) : ℝ → ℝ :=
  (Ioo (-(2 * t)) (2 * t)).indicator fun E => 1 / (π * √((2 * t) ^ 2 - E ^ 2))
```

The square-lattice band is a sum of two chain bands, 2t cos k + 2t cos q, where k and q are the two wavevector components times the lattice spacing. Its density is therefore a convolution:

D₂(E) = ∫ D₁(e) D₁(E − e) de.

```lean
/-- Density of states of the square lattice with hopping `t > 0`, as the convolution of
two chain densities. -/
def squareDOS (t E : ℝ) : ℝ := ∫ e, chainDOS t e * chainDOS t (E - e)
```

In the code D₁ is `chainDOS t` and D₂ is `squareDOS t`. Both are definitions; the averaging theorems below justify calling them densities of states.

## From energies back to wavevectors

Put x = a + r cos k with r > 0. As k runs from 0 to π, x falls from a + r to a − r, and dx = −r sin k dk. Hence

∫_{a−r}^{a+r} g(x) dx = ∫₀^π r sin k · g(a + r cos k) dk.

```lean
/-- The substitution `x = a + r cos k` with `r > 0` carries integrability and integrals
from the interval of centre `a` and half-width `r` to `0 < k < π`. -/
theorem cos_substitution (a r : ℝ) (hr : 0 < r) (g : ℝ → ℝ) :
    (IntegrableOn g (Ioo (a - r) (a + r)) ↔
      IntegrableOn (fun k => r * sin k * g (a + r * cos k)) (Ioo 0 π)) ∧
    ∫ x in Ioo (a - r) (a + r), g x =
      ∫ k in Ioo 0 π, r * sin k * g (a + r * cos k) := by
  have himg : (fun k => a + r * cos k) '' Ioo 0 π = Ioo (a - r) (a + r) := by
    ext x
    constructor
    · rintro ⟨k, hk, rfl⟩
      have hs := Real.sin_pos_of_mem_Ioo hk
      have hc : cos k ^ 2 < 1 := by nlinarith [Real.sin_sq_add_cos_sq k]
      have h1 : -1 < cos k := by nlinarith [Real.neg_one_le_cos k]
      have h2 : cos k < 1 := by nlinarith [Real.cos_le_one k]
      constructor <;> dsimp only <;> nlinarith
    · rintro ⟨h1, h2⟩
      have l1 : -1 < (x - a) / r := by rw [lt_div_iff₀ hr]; linarith
      have l2 : (x - a) / r < 1 := by rw [div_lt_iff₀ hr]; linarith
      have hy := Real.cos_arccos l1.le l2.le
      refine ⟨arccos ((x - a) / r), ⟨Real.arccos_pos.mpr l2,
        lt_of_le_of_ne (Real.arccos_le_pi _) fun h => ?_⟩, ?_⟩
      · rw [h, Real.cos_pi] at hy
        linarith
      · dsimp only
        rw [hy, mul_div_cancel₀ _ hr.ne']
        ring
  have hder : ∀ k ∈ Ioo 0 π, HasDerivWithinAt (fun k => a + r * cos k)
      (r * -sin k) (Ioo 0 π) k := fun k _ =>
    (((Real.hasDerivAt_cos k).const_mul r).const_add a).hasDerivWithinAt
  have hinj : InjOn (fun k => a + r * cos k) (Ioo 0 π) := by
    intro k hk q hq h
    have h' : a + r * cos k = a + r * cos q := h
    exact Real.injOn_cos (Ioo_subset_Icc_self hk) (Ioo_subset_Icc_self hq)
      (mul_left_cancel₀ hr.ne' (by linarith))
  have hpt : EqOn (fun k => |r * -sin k| • g (a + r * cos k))
      (fun k => r * sin k * g (a + r * cos k)) (Ioo 0 π) := by
    intro k hk
    have hs := mul_pos hr (Real.sin_pos_of_mem_Ioo hk)
    dsimp only
    rw [mul_neg, abs_neg, abs_of_pos hs, smul_eq_mul]
  rw [← himg]
  exact ⟨(integrableOn_image_iff_integrableOn_abs_deriv_smul measurableSet_Ioo hder hinj g).trans
      (integrableOn_congr_fun hpt measurableSet_Ioo),
    (integral_image_eq_integral_abs_deriv_smul measurableSet_Ioo hder hinj g).trans
      (setIntegral_congr_fun measurableSet_Ioo hpt)⟩
```

The theorem also says that one side is integrable exactly when the other is. This matters because Lean assigns the value zero to the integral of a non-integrable function. The proof checks that the map sends (0, π) onto the open interval (`himg`), has the stated derivative (`hder`) and is injective (`hinj`), and then applies Mathlib's change of variables.

For the chain, take a = 0 and r = 2t. Since 4t² − 4t² cos² k = (2t sin k)², the Jacobian cancels the square root:

2t sin k · 1/(π · 2t sin k) = 1/π.

Therefore, for a function F of energy,

(1/π) ∫₀^π F(2t cos k) dk = ∫ F(E) D₁(E) dE.

```lean
/-- The chain density reproduces band averages: averaging `F (2 t cos k)` over `0 < k < π`
equals integrating `F` against the density, which is integrable, for `t > 0`. -/
theorem chainDOS_average {t : ℝ} (ht : 0 < t) :
    Integrable (chainDOS t) ∧ ∀ F : ℝ → ℝ,
      1 / π * ∫ k in Ioo 0 π, F (2 * t * cos k) = ∫ E, F E * chainDOS t E := by
  -- the Jacobian cancels the square root
  have key : ∀ k ∈ Ioo 0 π,
      2 * t * sin k * (1 / (π * √((2 * t) ^ 2 - (0 + 2 * t * cos k) ^ 2))) = 1 / π := by
    intro k hk
    have hs := Real.sin_pos_of_mem_Ioo hk
    have h1 : (2 * t) ^ 2 - (0 + 2 * t * cos k) ^ 2 = (2 * t * sin k) ^ 2 := by
      linear_combination (-(2 * t) ^ 2) * Real.sin_sq_add_cos_sq k
    rw [h1, Real.sqrt_sq (by positivity)]
    field_simp
  have e1 : -(2 * t) = 0 - 2 * t := by ring
  have e2 : Ioo (-(2 * t)) (2 * t) = Ioo (0 - 2 * t) (0 + 2 * t) := by rw [e1, zero_add]
  constructor
  · unfold chainDOS
    rw [integrable_indicator_iff measurableSet_Ioo, e2]
    refine (cos_substitution 0 (2 * t) (by positivity) _).1.mpr
      ((integrableOn_congr_fun (g := fun _ => 1 / π) key measurableSet_Ioo).mpr ?_)
    exact continuous_const.integrableOn_Icc.mono_set Ioo_subset_Icc_self
  · intro F
    have h1 : (fun E => F E * chainDOS t E) = (Ioo (-(2 * t)) (2 * t)).indicator
        fun E => F E * (1 / (π * √((2 * t) ^ 2 - E ^ 2))) := by
      funext E
      simp only [chainDOS, Set.indicator]
      split_ifs <;> simp
    rw [h1, integral_indicator measurableSet_Ioo, e2,
      (cos_substitution 0 (2 * t) (by positivity) _).2, ← integral_const_mul]
    refine setIntegral_congr_fun measurableSet_Ioo fun k hk => ?_
    rw [← key k hk, zero_add]
    ring
```

The cancellation is `key`. It also gives integrability, since a constant is integrable on (0, π). Taking F = 1 shows that D₁ is normalised to one. The half zone 0 < k < π suffices because cos k is even.

For the square lattice, apply the chain result to k and to q, shift the inner energy by x = E − e, and exchange the integrals:

(1/π²) ∫₀^π ∫₀^π F(2t cos k + 2t cos q) dq dk
= ∫ D₁(e) ∫ F(e + x) D₁(x) dx de
= ∫ D₁(e) ∫ F(E) D₁(E − e) dE de
= ∫ F(E) D₂(E) dE.

```lean
/-- The convolution is the density of states of the band `2 t (cos k + cos q)`, `t > 0`: it
reproduces the average over `0 < k, q < π` of every bounded measurable function of energy. -/
theorem squareDOS_average {t C : ℝ} (ht : 0 < t) {F : ℝ → ℝ} (hF : Measurable F)
    (hC : ∀ E, |F E| ≤ C) :
    1 / π * ∫ k in Ioo 0 π, (1 / π * ∫ q in Ioo 0 π, F (2 * t * cos k + 2 * t * cos q)) =
      ∫ E, F E * squareDOS t E := by
  obtain ⟨hi, hav⟩ := chainDOS_average ht
  have hs : Integrable (fun p : ℝ × ℝ => chainDOS t p.1 * chainDOS t (p.2 - p.1))
      (volume.prod volume) :=
    (hi.convolution_integrand (ContinuousLinearMap.mul ℝ ℝ) hi).swap
  have hint : Integrable (Function.uncurry fun e E : ℝ =>
      F E * (chainDOS t e * chainDOS t (E - e))) (volume.prod volume) := by
    refine Integrable.mono' (hs.norm.const_mul C)
      ((hF.comp measurable_snd).aestronglyMeasurable.mul hs.aestronglyMeasurable)
      (Filter.Eventually.of_forall fun p => ?_)
    exact (norm_mul _ _).le.trans (mul_le_mul_of_nonneg_right (hC _) (norm_nonneg _))
  calc _ = ∫ e, (1 / π * ∫ q in Ioo 0 π, F (e + 2 * t * cos q)) * chainDOS t e :=
        hav fun e => 1 / π * ∫ q in Ioo 0 π, F (e + 2 * t * cos q)
    _ = ∫ e, ∫ E, F E * (chainDOS t e * chainDOS t (E - e)) := by
        refine integral_congr_ae (Filter.Eventually.of_forall fun e => ?_)
        have h1 := hav fun x => F (e + x)
        have h2 := integral_sub_right_eq_self (μ := volume)
          (fun x => F (e + x) * chainDOS t x) e
        dsimp only at h1 h2 ⊢
        rw [h1, ← h2, ← integral_mul_const]
        refine integral_congr_ae (Filter.Eventually.of_forall fun E => ?_)
        dsimp only
        rw [show e + (E - e) = E by ring]
        ring
    _ = ∫ E, ∫ e, F E * (chainDOS t e * chainDOS t (E - e)) := integral_integral_swap hint
    _ = _ := by simp only [integral_const_mul, squareDOS]
```

The `calc` block follows these lines. The exchange requires joint integrability (`hint`), which is where F is assumed measurable and bounded by C. A Fermi function at positive temperature satisfies both conditions.

## The convolution integral

Write the elliptic integrand with a cosine and split (0, π) at π/2. On the first half set k = π/2 − s, so cos k = sin s; on the second set k = π/2 + s, so cos k = −sin s. Each half contributes K(c):

∫₀^π dk / √(1 − c² cos² k) = 2K(c).

```lean
/-- For `c ^ 2 < 1` the elliptic integrand in cosine form is continuous, and its integral
over `0 < k < π` is twice the complete elliptic integral. -/
theorem integral_cos_form {c : ℝ} (hc : c ^ 2 < 1) :
    Continuous (fun k => 1 / √(1 - c ^ 2 * cos k ^ 2)) ∧
    ∫ k in Ioo 0 π, 1 / √(1 - c ^ 2 * cos k ^ 2) = 2 * ellipticK c := by
  have hcont : Continuous (fun k => 1 / √(1 - c ^ 2 * cos k ^ 2)) := by
    refine continuous_const.div (by fun_prop) fun k => (Real.sqrt_pos.mpr ?_).ne'
    nlinarith [mul_le_mul_of_nonneg_left (Real.cos_sq_le_one k) (sq_nonneg c)]
  refine ⟨hcont, ?_⟩
  have hp : π - π / 2 = π / 2 := by ring
  have h1 := intervalIntegral.integral_comp_sub_left (a := 0) (b := π / 2)
    (fun s => 1 / √(1 - c ^ 2 * sin s ^ 2)) (π / 2)
  have h2 := intervalIntegral.integral_comp_sub_right (a := π / 2) (b := π)
    (fun s => 1 / √(1 - c ^ 2 * sin s ^ 2)) (π / 2)
  simp only [Real.sin_pi_div_two_sub, sub_self, sub_zero] at h1
  simp only [Real.sin_sub_pi_div_two, neg_sq, sub_self, hp] at h2
  rw [← integral_Ioc_eq_integral_Ioo, ← intervalIntegral.integral_of_le Real.pi_pos.le,
    ← intervalIntegral.integral_add_adjacent_intervals
      (hcont.intervalIntegrable 0 (π / 2)) (hcont.intervalIntegrable (π / 2) π), h1, h2]
  unfold ellipticK
  ring
```

The hypothesis c² < 1 keeps the radicand positive, so the integrand is continuous.

Now consider the integral of 1/√((1 − x²)(1 − (2h − x)²)) over (2h − 1, 1). This interval has centre h and half-width 1 − h, so put x = h + (1 − h) cos k. The four linear factors of the radicand become

1 − x = (1 − h)(1 − cos k)
1 + (x − 2h) = (1 − h)(1 + cos k)
1 + x = (1 + h) + (1 − h) cos k
1 − (x − 2h) = (1 + h) − (1 − h) cos k.

The first two multiply to (1 − h)² sin² k, and the last two to (1 + h)² − (1 − h)² cos² k. The radicand is therefore

(1 − h)² (1 + h)² sin² k · (1 − c² cos² k).

After multiplication by the Jacobian (1 − h) sin k, the integrand is 1/((1 + h) √(1 − c² cos² k)), and the integral equals 2K(c)/(1 + h).

```lean
/-- For `0 < h < 1` the convolution integrand is integrable between its singular endpoints, and its
integral is `2 / (1 + h)` times the complete elliptic integral of modulus `(1 - h) / (1 + h)`. -/
theorem convolution_eq_ellipticK {h : ℝ} (h0 : 0 < h) (h1 : h < 1) :
    IntegrableOn (fun x => 1 / √((1 - x ^ 2) * (1 - (2 * h - x) ^ 2))) (Ioo (2 * h - 1) 1) ∧
    ∫ x in Ioo (2 * h - 1) 1, 1 / √((1 - x ^ 2) * (1 - (2 * h - x) ^ 2)) =
      2 / (1 + h) * ellipticK ((1 - h) / (1 + h)) := by
  have hm : 0 < 1 - h := by linarith
  have hq : 0 < 1 + h := by linarith
  have hc : ((1 - h) / (1 + h)) ^ 2 < 1 := by
    rw [div_pow, div_lt_one (by positivity)]
    nlinarith
  obtain ⟨hcont, hK⟩ := integral_cos_form hc
  obtain ⟨hi, he⟩ := cos_substitution h (1 - h) hm
    (fun x => 1 / √((1 - x ^ 2) * (1 - (2 * h - x) ^ 2)))
  rw [show h - (1 - h) = 2 * h - 1 by ring, show h + (1 - h) = 1 by ring] at hi he
  have hpt : EqOn (fun k => (1 - h) * sin k * (1 / √((1 - (h + (1 - h) * cos k) ^ 2) *
      (1 - (2 * h - (h + (1 - h) * cos k)) ^ 2))))
      (fun k => 1 / (1 + h) * (1 / √(1 - ((1 - h) / (1 + h)) ^ 2 * cos k ^ 2)))
      (Ioo 0 π) := by
    intro k hk
    have hs := Real.sin_pos_of_mem_Ioo hk
    -- the four linear factors pair up into two differences of squares
    have key : (1 - (h + (1 - h) * cos k) ^ 2) * (1 - (2 * h - (h + (1 - h) * cos k)) ^ 2) =
        ((1 - h) * sin k * (1 + h)) ^ 2 * (1 - ((1 - h) / (1 + h)) ^ 2 * cos k ^ 2) := by
      rw [mul_pow, mul_pow, Real.sin_sq]
      field_simp
      ring
    dsimp only
    rw [key, Real.sqrt_mul (sq_nonneg _), Real.sqrt_sq (by positivity)]
    have hD : √(1 - ((1 - h) / (1 + h)) ^ 2 * cos k ^ 2) ≠ 0 := by
      refine (Real.sqrt_pos.mpr ?_).ne'
      nlinarith [mul_le_mul_of_nonneg_left (Real.cos_sq_le_one k)
        (sq_nonneg ((1 - h) / (1 + h)))]
    generalize √(1 - ((1 - h) / (1 + h)) ^ 2 * cos k ^ 2) = D at hD ⊢
    field_simp
  refine ⟨hi.mpr ((integrableOn_congr_fun hpt measurableSet_Ioo).mpr ?_),
    he.trans ((setIntegral_congr_fun measurableSet_Ioo hpt).trans ?_)⟩
  · exact (continuous_const.mul hcont).integrableOn_Icc.mono_set Ioo_subset_Icc_self
  · rw [integral_const_mul, hK]
    ring
```

The factorisation is the inner `key`, and `hpt` records the simplified integrand. Its continuity gives integrability of the original function despite the singular endpoints.

## Restoring the energy scale

Write the energy as 2tx, so that x measures it in units of the chain's half-bandwidth 2t. The chain density is then

D₁(2tx) = 1/(2πt √(1 − x²)) for |x| < 1, and zero otherwise.

```lean
/-- The chain density at energy `2 t x`, where `x` is the energy in units of the half-bandwidth
`2 t`, for `t > 0`. -/
theorem chainDOS_scaled {t : ℝ} (ht : 0 < t) (x : ℝ) : chainDOS t (2 * t * x) =
    (Ioo (-1) 1).indicator (fun y => 1 / (π * (2 * t * √(1 - y ^ 2)))) x := by
  have hiff : (-(2 * t) < 2 * t * x ∧ 2 * t * x < 2 * t) ↔ (-1 < x ∧ x < 1) := by
    constructor <;> rintro ⟨h1, h2⟩ <;> constructor <;> nlinarith
  have hsq : √((2 * t) ^ 2 - (2 * t * x) ^ 2) = 2 * t * √(1 - x ^ 2) := by
    rw [show (2 * t) ^ 2 - (2 * t * x) ^ 2 = (2 * t) ^ 2 * (1 - x ^ 2) by ring,
      Real.sqrt_mul (sq_nonneg _), Real.sqrt_sq (by positivity)]
  simp only [chainDOS, Set.indicator, Set.mem_Ioo, hiff, hsq]
```

Set E = 4th and e = 2tx, so that E − e = 2t(2h − x) and de = 2t dx. Both densities are nonzero only if |x| < 1 and |2h − x| < 1, that is, for 2h − 1 < x < 1. Hence

D₂(4th) = 2t · 1/(4π²t²) · 2K(c)/(1 + h) = K(c)/(π² t (1 + h)).

```lean
/-- The square-lattice density of states at energy `4 t h`, for `t > 0` and `0 < h < 1`,
in terms of the complete elliptic integral of modulus `(1 - h) / (1 + h)`. -/
theorem squareDOS_eq_ellipticK {t h : ℝ} (ht : 0 < t) (h0 : 0 < h) (h1 : h < 1) :
    squareDOS t (4 * t * h) =
      1 / (π ^ 2 * t * (1 + h)) * ellipticK ((1 - h) / (1 + h)) := by
  have hpt : ∀ x, chainDOS t (2 * t * x) * chainDOS t (4 * t * h - 2 * t * x) =
      (Ioo (2 * h - 1) 1).indicator (fun x => 1 / (4 * π ^ 2 * t ^ 2) *
        (1 / √((1 - x ^ 2) * (1 - (2 * h - x) ^ 2)))) x := by
    intro x
    rw [show 4 * t * h - 2 * t * x = 2 * t * (2 * h - x) by ring,
      chainDOS_scaled ht, chainDOS_scaled ht]
    by_cases hx : x ∈ Ioo (2 * h - 1) 1
    · have hx1 : x ∈ Ioo (-1 : ℝ) 1 := ⟨by linarith [hx.1], hx.2⟩
      have hx2 : 2 * h - x ∈ Ioo (-1 : ℝ) 1 := ⟨by linarith [hx.2], by linarith [hx.1]⟩
      rw [indicator_of_mem hx, indicator_of_mem hx1, indicator_of_mem hx2,
        Real.sqrt_mul (by nlinarith [hx1.1, hx1.2])]
      ring
    · -- outside the overlap one of the two chain densities is zero
      rw [indicator_of_notMem hx]
      by_cases hx1 : x < 1
      · have hx2 : 2 * h - x ∉ Ioo (-1 : ℝ) 1 := fun hh => hx ⟨by linarith [hh.2], hx1⟩
        rw [indicator_of_notMem hx2, mul_zero]
      · have hx2 : x ∉ Ioo (-1 : ℝ) 1 := fun hh => hx1 hh.2
        rw [indicator_of_notMem hx2, zero_mul]
  -- measure energies in units of `2 t`
  have hscale := Measure.integral_comp_mul_left
    (fun e => chainDOS t e * chainDOS t (4 * t * h - e)) (2 * t)
  have hpos : 0 < (2 * t)⁻¹ := by positivity
  simp only [hpt] at hscale
  rw [integral_indicator measurableSet_Ioo, integral_const_mul,
    (convolution_eq_ellipticK h0 h1).2, abs_of_pos hpos, smul_eq_mul] at hscale
  have hq : 1 + h ≠ 0 := by linarith
  unfold squareDOS
  generalize ellipticK ((1 - h) / (1 + h)) = K at hscale ⊢
  calc _ = 2 * t * ((2 * t)⁻¹ * ∫ e, chainDOS t e * chainDOS t (4 * t * h - e)) := by
        rw [← mul_assoc, mul_inv_cancel₀ (by positivity), one_mul]
    _ = _ := by
        rw [← hscale]
        field_simp
        ring

end

end SquareLatticeDOS
```

In the proof, `hpt` finds the overlap and the prefactor, and `hscale` supplies the factor from de = 2t dx. The theorem covers the open range 0 < E < 4t; the band centre, the band edges and negative energies are not included.

```lean
#print axioms SquareLatticeDOS.squareDOS_average
#print axioms SquareLatticeDOS.squareDOS_eq_ellipticK
```

```
'SquareLatticeDOS.squareDOS_average' depends on axioms: [propext, Classical.choice, Quot.sound]
'SquareLatticeDOS.squareDOS_eq_ellipticK' depends on axioms: [propext, Classical.choice, Quot.sound]
```

## Approaching the upper band edge

As h → 1 from below, c → 0 and K(c) → π/2, so the formula tends to 1/(4πt). The parabolic approximation gives the same value. Near k = q = 0 the band is 4t − t(k² + q²), and the states above energy E fill a disc of area π(4t − E)/t in a zone of area 4π². Their number per site is (4t − E)/(4πt), which corresponds to a constant density 1/(4πt).
